# Symmetrised Broyden updates of a symmetric matrix, repeated with a fixed nonzero step and a fixed gradient change, converge to the PSB update

## Revising an approximate Hessian after a step

After a step in a geometry optimisation, a quasi-Newton code can revise its approximate Hessian $B$ by a single evaluation of the Powell-symmetric-Broyden (PSB) formula. The data are the step $s$ and the gradient change $y$, and the revised matrix should be symmetric and satisfy the secant equation $Cs=y$.

The good Broyden update satisfies the secant equation but generally destroys symmetry. Taking the symmetric part restores symmetry but generally spoils the secant equation. Alternating the two operations, with $s$ and $y$ held fixed, gives a sequence of matrices whose limit is the PSB update. The closed formula therefore replaces the whole loop.

For quasi-Newton optimisation in finitely many coordinates, this identifies the outcome of one Hessian revision from one pair $(s,y)$. It does not address the convergence of the optimisation itself.

## The updates and their limit

Let $B$ be a real symmetric matrix and $s\ne0$. Write

$$
\sigma=s^Ts,\qquad r=y-Bs,\qquad D(u,v)=uv^T+vu^T .
$$

Here $r$ is the initial secant residual and $D(u,v)$ is a symmetric dyad. The iteration starts from $C_0=B$ and continues with

$$
C_{k+1}=\operatorname{sym}\!\left(C_k+\frac{(y-C_ks)s^T}{\sigma}\right),
\qquad \operatorname{sym}(M)=\tfrac12(M+M^T).
$$

The PSB update is

$$
P=B+\frac{D(r,s)}{\sigma}-\frac{r^Ts}{\sigma^2}\,ss^T .
$$

The main theorem, `powell_tendsto_psb`, says that every entry of $C_k$ tends to the corresponding entry of $P$, that $P$ is symmetric, and that $Ps=y$.

In Lean, the finite type `n` labels the coordinates, and `B : Matrix n n ℝ` is the starting Hessian. The vectors `s` and `y` are functions `n → ℝ`. The definitions `broyden`, `symPart` and `psb` are the formulas above, and `powell B s y k` is $C_k$. The hypotheses `hB : B.IsSymm` and `hs : s ≠ 0` state the symmetry of the starting Hessian and that the geometry has actually moved.

The product `s ⬝ᵥ s` is the plain Euclidean one, so the choice and scaling of coordinates matter. The vector $y$ is arbitrary: no energy surface is modelled. Nothing is claimed about positive definiteness, which the PSB update need not preserve.

## After the first step, the error halves each time

First, the PSB correction is a single symmetric dyad with $s$. Since $D(s,s)=2ss^T$,

$$
P=B+D(w,s),\qquad w=\frac r\sigma-\frac{r^Ts}{2\sigma^2}s .
$$

A dyad acts by $D(u,v)x=(v^Tx)u+(u^Tx)v$. With $w^Ts=r^Ts/(2\sigma)$, this gives

$$
D(w,s)s=\sigma w+(w^Ts)s
=r-\frac{r^Ts}{2\sigma}s+\frac{r^Ts}{2\sigma}s=r,
$$

so $Ps=Bs+r=y$.

Next, for symmetric $C$, taking the symmetric part of the Broyden update gives

$$
\operatorname{sym}\!\left(C+\frac{(y-Cs)s^T}{\sigma}\right)
=C+\frac{D(y-Cs,s)}{2\sigma}.
$$

Let $t=r-(r^Ts/\sigma)s$ be the part of $r$ orthogonal to $s$. The first iterate is $C_1=B+D(r,s)/(2\sigma)$, hence

$$
P-C_1=\frac{D(r,s)}{2\sigma}-\frac{r^Ts}{\sigma^2}ss^T
=\frac{1}{2\sigma}D(t,s).
$$

Now suppose that $C_{k+1}=P-(c/\sigma)D(t,s)$ with $c=2^{-(k+1)}$. Because $t^Ts=0$, its residual is

$$
y-C_{k+1}s=\frac c\sigma D(t,s)s=ct .
$$

The next step adds $D(ct,s)/(2\sigma)$, which changes $c$ to $c/2$. By induction, for every $k\ge0$,

$$
C_{k+1}=P-\frac{2^{-(k+1)}}{\sigma}D(t,s),
\qquad y-C_{k+1}s=2^{-(k+1)}t .
$$

The geometric factor tends to zero, which proves convergence.

## When the loop stops, and why the limit is a least change

The residual formula shows that $C_{k+1}s=y$ exactly when $t=0$, that is, when $r$ is a multiple of $s$. In that case the first step already reaches $P$. Otherwise no iterate satisfies the secant equation.

In one dimension $t$ is always zero. The loop then ends after one step at $C_1=y/s$, the ordinary difference quotient of the gradient.

The limit also has a geometric meaning. Let $A$ be any symmetric matrix with $As=y$, and put $E=A-P$. Then $E$ is symmetric and $Es=0$, so its Frobenius inner product with the PSB correction is

$$
\langle E,D(w,s)\rangle=2w^TEs=0 .
$$

Since $A-B=E+D(w,s)$, it follows that

$$
\|A-B\|_F^2=\|A-P\|_F^2+\|P-B\|_F^2 .
$$

Among symmetric matrices satisfying the secant equation, $P$ is therefore the closest to $B$ in the unweighted Frobenius norm.

## A nonsymmetric start leads elsewhere

Take

$$
B=\begin{pmatrix}0&1\\0&0\end{pmatrix},\qquad
s=\begin{pmatrix}1\\0\end{pmatrix},\qquad y=0 .
$$

Then $Bs=0=y$, so $r=0$ and the PSB formula returns $B$ itself. The iteration gives, for $k\ge1$,

$$
C_k=\begin{pmatrix}0&2^{-k}\\2^{-k}&0\end{pmatrix},
$$

which tends to the zero matrix and not to $B$.

## The Lean file

```lean
import Mathlib

open Matrix Filter Topology

namespace PowellSymmetrisation

noncomputable section

variable {n : Type*} [Fintype n]

/-- The good Broyden update of `C` with step `s` and gradient change `y`, for `s ≠ 0`. -/
def broyden (C : Matrix n n ℝ) (s y : n → ℝ) : Matrix n n ℝ :=
  C + (s ⬝ᵥ s)⁻¹ • vecMulVec (y - C *ᵥ s) s

/-- The symmetric part of a square matrix. -/
def symPart (M : Matrix n n ℝ) : Matrix n n ℝ := (1 / 2 : ℝ) • (M + Mᵀ)

/-- Powell's iteration: start from `B`, then repeatedly take the symmetric part of the
good Broyden update, for `s ≠ 0`. -/
def powell (B : Matrix n n ℝ) (s y : n → ℝ) : ℕ → Matrix n n ℝ
  | 0 => B
  | k + 1 => symPart (broyden (powell B s y k) s y)

/-- The symmetric dyad `u vᵀ + v uᵀ`. -/
def symDyad (u v : n → ℝ) : Matrix n n ℝ := Matrix.of fun i j => u i * v j + v i * u j

/-- The Powell-symmetric-Broyden (PSB) update of `B`, for `s ≠ 0`. -/
def psb (B : Matrix n n ℝ) (s y : n → ℝ) : Matrix n n ℝ :=
  B + (s ⬝ᵥ s)⁻¹ • symDyad (y - B *ᵥ s) s
    - (((y - B *ᵥ s) ⬝ᵥ s) / (s ⬝ᵥ s) ^ 2) • vecMulVec s s

/-- The component of `r` orthogonal to `s`, for `s ≠ 0`. -/
def transverse (r s : n → ℝ) : n → ℝ := r - ((r ⬝ᵥ s) / (s ⬝ᵥ s)) • s

/-- The vector whose symmetric dyad with `s` is the PSB correction for the residual `r`,
for `s ≠ 0`. -/
def psbVec (r s : n → ℝ) : n → ℝ :=
  (s ⬝ᵥ s)⁻¹ • r - ((r ⬝ᵥ s) / (2 * (s ⬝ᵥ s) ^ 2)) • s

/-- A symmetric dyad `u vᵀ + v uᵀ` sends `w` to `(v·w) u + (u·w) v`. -/
theorem symDyad_mulVec (u v w : n → ℝ) :
    symDyad u v *ᵥ w = (v ⬝ᵥ w) • u + (u ⬝ᵥ w) • v := by
  ext i
  simp only [symDyad, Matrix.mulVec, dotProduct, Matrix.of_apply, Pi.add_apply,
    Pi.smul_apply, smul_eq_mul, add_mul, Finset.sum_add_distrib, Finset.sum_mul]
  congr 1 <;> exact Finset.sum_congr rfl fun j _ => by ring

/-- The PSB update changes `B` by a single symmetric dyad with the step `s`. -/
theorem psb_eq_add_symDyad (B : Matrix n n ℝ) (s y : n → ℝ) :
    psb B s y = B + symDyad (psbVec (y - B *ᵥ s) s) s := by
  ext i j
  simp only [psb, psbVec, symDyad, Matrix.add_apply, Matrix.sub_apply, Matrix.smul_apply,
    Matrix.of_apply, vecMulVec_apply, Pi.sub_apply, Pi.smul_apply, smul_eq_mul]
  ring

/-- For a nonzero step, the PSB update satisfies the secant equation. -/
theorem psb_secant (B : Matrix n n ℝ) {s : n → ℝ} (y : n → ℝ) (hs : s ≠ 0) :
    psb B s y *ᵥ s = y := by
  have hσ : s ⬝ᵥ s ≠ 0 := fun h => hs (dotProduct_self_eq_zero.mp h)
  have h1 := mul_inv_cancel₀ hσ
  -- the correction maps `s` to the residual
  have key : ∀ r : n → ℝ, symDyad (psbVec r s) s *ᵥ s = r := by
    intro r
    rw [symDyad_mulVec, psbVec, sub_dotProduct, smul_dotProduct, smul_dotProduct]
    ext i
    simp only [Pi.add_apply, Pi.sub_apply, Pi.smul_apply, smul_eq_mul]
    linear_combination (r i - (r ⬝ᵥ s) * (s ⬝ᵥ s)⁻¹ * s i) * h1
  rw [psb_eq_add_symDyad, Matrix.add_mulVec, key]
  abel

/-- The PSB update of a symmetric matrix is symmetric. -/
theorem psb_isSymm {B : Matrix n n ℝ} (hB : B.IsSymm) (s y : n → ℝ) :
    (psb B s y).IsSymm := by
  refine Matrix.IsSymm.ext fun i j => ?_
  simp only [psb, symDyad, Matrix.add_apply, Matrix.sub_apply, Matrix.smul_apply,
    Matrix.of_apply, vecMulVec_apply, smul_eq_mul, hB.apply i j]
  ring

/-- On a symmetric matrix `C`, one Powell step adds the symmetric dyad of the residual
`y - C s` with `s`, divided by `2 sᵀs`. -/
theorem symPart_broyden {C : Matrix n n ℝ} (hC : C.IsSymm) (s y : n → ℝ) :
    symPart (broyden C s y) = C + (2 * (s ⬝ᵥ s))⁻¹ • symDyad (y - C *ᵥ s) s := by
  ext i j
  simp only [symPart, broyden, symDyad, Matrix.add_apply, Matrix.smul_apply,
    Matrix.transpose_apply, Matrix.of_apply, vecMulVec_apply, smul_eq_mul, hC.apply i j]
  ring

/-- For symmetric `B` and nonzero `s`, the deviation of the iterates from the PSB update and
their secant residual are known exactly from the first step on, and both carry the factor
`(1/2)^(k+1)`. -/
theorem powell_closed_form {B : Matrix n n ℝ} (hB : B.IsSymm) {s : n → ℝ} (y : n → ℝ)
    (hs : s ≠ 0) (k : ℕ) :
    powell B s y (k + 1) = psb B s y
        - ((1 / 2 : ℝ) ^ (k + 1) / (s ⬝ᵥ s)) • symDyad (transverse (y - B *ᵥ s) s) s ∧
      y - powell B s y (k + 1) *ᵥ s
        = (1 / 2 : ℝ) ^ (k + 1) • transverse (y - B *ᵥ s) s := by
  have hσ : s ⬝ᵥ s ≠ 0 := fun h => hs (dotProduct_self_eq_zero.mp h)
  have h1 := mul_inv_cancel₀ hσ
  have orth : ∀ r : n → ℝ, transverse r s ⬝ᵥ s = 0 := by
    intro r
    rw [transverse, sub_dotProduct, smul_dotProduct, smul_eq_mul]
    linear_combination (-(r ⬝ᵥ s)) * h1
  -- the error formula determines the secant residual
  have res : ∀ (C : Matrix n n ℝ) (c : ℝ),
      C = psb B s y - (c / (s ⬝ᵥ s)) • symDyad (transverse (y - B *ᵥ s) s) s →
      y - C *ᵥ s = c • transverse (y - B *ᵥ s) s := by
    intro C c h
    rw [h, Matrix.sub_mulVec, psb_secant B y hs, Matrix.smul_mulVec, symDyad_mulVec, orth]
    ext i
    simp only [Pi.add_apply, Pi.sub_apply, Pi.smul_apply, smul_eq_mul]
    linear_combination (c * transverse (y - B *ᵥ s) s i) * h1
  have symm : ∀ m, (powell B s y (m + 1)).IsSymm := by
    intro m
    change (symPart _).IsSymm
    refine Matrix.IsSymm.ext fun i j => ?_
    simp only [symPart, Matrix.smul_apply, Matrix.add_apply, Matrix.transpose_apply,
      smul_eq_mul]
    ring
  suffices h : powell B s y (k + 1) = psb B s y
      - ((1 / 2 : ℝ) ^ (k + 1) / (s ⬝ᵥ s)) • symDyad (transverse (y - B *ᵥ s) s) s from
    ⟨h, res _ _ h⟩
  induction k with
  | zero =>
    change symPart (broyden B s y) = _
    rw [symPart_broyden hB]
    ext i j
    simp only [psb, transverse, symDyad, Matrix.add_apply, Matrix.sub_apply,
      Matrix.smul_apply, Matrix.of_apply, vecMulVec_apply, Pi.sub_apply, Pi.smul_apply,
      smul_eq_mul]
    ring
  | succ k ih =>
    -- each further step halves the remaining error
    change symPart (broyden (powell B s y (k + 1)) s y) = _
    rw [symPart_broyden (symm k), res _ _ ih, ih]
    ext i j
    simp only [symDyad, Matrix.add_apply, Matrix.sub_apply, Matrix.smul_apply,
      Matrix.of_apply, Pi.smul_apply, smul_eq_mul]
    ring

/-- Powell symmetrisation: for symmetric `B` and nonzero `s`, the iterates converge entrywise
to the PSB update of `B`, which is symmetric and satisfies the secant equation. -/
theorem powell_tendsto_psb {B : Matrix n n ℝ} (hB : B.IsSymm) {s : n → ℝ} (y : n → ℝ)
    (hs : s ≠ 0) :
    (∀ i j, Tendsto (fun k => powell B s y k i j) atTop (𝓝 (psb B s y i j))) ∧
      (psb B s y).IsSymm ∧ psb B s y *ᵥ s = y := by
  refine ⟨fun i j => ?_, psb_isSymm hB s y, psb_secant B y hs⟩
  have h : Tendsto (fun k : ℕ => (1 / 2 : ℝ) ^ (k + 1)) atTop (𝓝 0) :=
    (tendsto_pow_atTop_nhds_zero_of_lt_one (by norm_num) (by norm_num)).comp
      (tendsto_add_atTop_nat 1)
  have h2 := (h.mul_const (symDyad (transverse (y - B *ᵥ s) s) s i j / (s ⬝ᵥ s))).const_sub
    (psb B s y i j)
  rw [zero_mul, sub_zero] at h2
  refine (tendsto_add_atTop_iff_nat 1).mp (h2.congr fun k => ?_)
  rw [(powell_closed_form hB y hs k).1]
  simp only [Matrix.sub_apply, Matrix.smul_apply, smul_eq_mul]
  ring

/-- For symmetric `B`, an iterate after at least one step satisfies the secant equation
exactly when the initial residual `y - B s` is a multiple of `s`. -/
theorem powell_secant_iff {B : Matrix n n ℝ} (hB : B.IsSymm) (s y : n → ℝ) (k : ℕ) :
    powell B s y (k + 1) *ᵥ s = y ↔ ∃ c : ℝ, y - B *ᵥ s = c • s := by
  rcases eq_or_ne s 0 with rfl | hs
  · constructor
    · intro h
      rw [Matrix.mulVec_zero] at h
      exact ⟨0, by simp [← h]⟩
    · rintro ⟨c, hc⟩
      rw [Matrix.mulVec_zero, sub_zero, smul_zero] at hc
      rw [Matrix.mulVec_zero, hc]
  · have hσ : s ⬝ᵥ s ≠ 0 := fun h => hs (dotProduct_self_eq_zero.mp h)
    have h := (powell_closed_form hB y hs k).2
    constructor
    · intro hC
      rw [hC, sub_self] at h
      have ht := (smul_eq_zero.mp h.symm).resolve_left (by positivity)
      exact ⟨_, sub_eq_zero.mp ht⟩
    · rintro ⟨c, hc⟩
      have ht : transverse (y - B *ᵥ s) s = 0 := by
        rw [hc, transverse, smul_dotProduct, smul_eq_mul, mul_div_assoc, div_self hσ,
          mul_one, sub_self]
      rw [ht, smul_zero] at h
      exact (sub_eq_zero.mp h).symm

/-- For symmetric `B` and any symmetric `A` with `A s = y`, the squared Frobenius distance
from `A` to `B` is the sum of those from `A` to the PSB update and from the PSB update
to `B`. -/
theorem psb_pythagoras {A B : Matrix n n ℝ} (hA : A.IsSymm) (hB : B.IsSymm)
    {s y : n → ℝ} (hAs : A *ᵥ s = y) :
    ∑ i, ∑ j, (A i j - B i j) ^ 2 =
      ∑ i, ∑ j, (A i j - psb B s y i j) ^ 2 + ∑ i, ∑ j, (psb B s y i j - B i j) ^ 2 := by
  have hEs : (A - psb B s y) *ᵥ s = 0 := by
    rcases eq_or_ne s 0 with rfl | hs
    · exact Matrix.mulVec_zero _
    · rw [Matrix.sub_mulVec, hAs, psb_secant B y hs, sub_self]
  have hE : (A - psb B s y).IsSymm := hA.sub (psb_isSymm hB s y)
  have hD := psb_eq_add_symDyad B s y
  generalize psbVec (y - B *ᵥ s) s = w at hD
  generalize psb B s y = P at *
  -- a symmetric matrix annihilating `s` is orthogonal to every symmetric dyad with `s`
  have h1 : ∑ i, ∑ j, (A - P) i j * (w i * s j) = 0 := by
    refine Finset.sum_eq_zero fun i _ => ?_
    have hi : ∑ j, (A - P) i j * s j = 0 := congrFun hEs i
    calc ∑ j, (A - P) i j * (w i * s j) = w i * ∑ j, (A - P) i j * s j := by
          rw [Finset.mul_sum]
          exact Finset.sum_congr rfl fun j _ => by ring
      _ = 0 := by rw [hi, mul_zero]
  have h2 : ∑ i, ∑ j, (A - P) i j * (s i * w j) = 0 := by
    rw [Finset.sum_comm]
    refine Eq.trans (Finset.sum_congr rfl fun i _ => Finset.sum_congr rfl fun j _ => ?_) h1
    rw [hE.apply i j]
    ring
  calc ∑ i, ∑ j, (A i j - B i j) ^ 2
      = ∑ i, ∑ j, ((A i j - P i j) ^ 2 + (P i j - B i j) ^ 2
          + 2 * ((A - P) i j * (w i * s j)) + 2 * ((A - P) i j * (s i * w j))) := by
        refine Finset.sum_congr rfl fun i _ => Finset.sum_congr rfl fun j _ => ?_
        have hij : P i j = B i j + (w i * s j + s i * w j) := by
          rw [hD]
          rfl
        rw [Matrix.sub_apply, hij]
        ring
    _ = _ := by
        simp only [Finset.sum_add_distrib, ← Finset.mul_sum, h1, h2, mul_zero, add_zero]

end

end PowellSymmetrisation
```

```lean
#print axioms PowellSymmetrisation.powell_tendsto_psb
#print axioms PowellSymmetrisation.powell_secant_iff
#print axioms PowellSymmetrisation.psb_pythagoras
```

```
'PowellSymmetrisation.powell_tendsto_psb' depends on axioms: [propext, Classical.choice, Quot.sound]
'PowellSymmetrisation.powell_secant_iff' depends on axioms: [propext, Classical.choice, Quot.sound]
'PowellSymmetrisation.psb_pythagoras' depends on axioms: [propext, Classical.choice, Quot.sound]
```

## From dyad algebra to the closed form

The lemma `symDyad_mulVec` is the rule for applying a dyad to a vector, and `psb_eq_add_symDyad` rewrites the PSB correction as $D(w,s)$, with `psbVec` playing the role of $w$. In `psb_secant`, the intermediate statement `key` is the calculation $D(w,s)s=r$. The assumption $s\ne0$ enters through $\sigma\sigma^{-1}=1$, which `linear_combination` uses to cancel the denominators.

The lemma `psb_isSymm` checks symmetry entry by entry, and `symPart_broyden` gives the additive form of one step on a symmetric matrix.

The induction is in `powell_closed_form`, whose two conclusions are the error and residual formulas. The vector $t$ is `transverse (y - B *ᵥ s) s`. Three auxiliary facts prepare the argument:

- `orth` proves $t^Ts=0$.
- `res` derives the residual $ct$ from an error of the form $(c/\sigma)D(t,s)$.
- `symm` shows that every iterate after the start is symmetric, as the output of `symPart`.

The `suffices` step reduces the goal to the error formula, because `res` then supplies the residual. The base case computes $C_1$ using the symmetry of $B$. The successor case inserts the residual into `symPart_broyden`, and `ring` confirms that the coefficient halves.

## From the closed form to the limit and the distance identity

In `powell_tendsto_psb`, the powers of one half tend to zero, and multiplying by a fixed matrix entry preserves that limit. The closed form begins at $C_1$, so `tendsto_add_atTop_iff_nat` transfers the limit from the shifted sequence to $C_k$.

The theorem `powell_secant_iff` reads the stopping condition from the residual formula, whose numerical factor is nonzero. This theorem and `psb_pythagoras` also admit $s=0$, where Lean's convention $0^{-1}=0$ makes the update leave a symmetric $B$ unchanged. The main theorem needs $s\ne0$, since for $s=0$ and $y\ne0$ no matrix satisfies the secant equation.

In `psb_pythagoras`, the squared Frobenius norms are written as double sums of squared entries. The statement `hEs` is $Es=0$. The sums `h1` and `h2` are the two halves of $\langle E,D(w,s)\rangle$: the first vanishes because $Es=0$, and the second reduces to it by exchanging indices and using the symmetry of $E$. The final `calc` expands the square, and the cross terms disappear.
